# Displaced phonon operators and the Holstein narrowing factor $e^{-g^2}$

Take two sites, $0$ and $1$, one electron, and one oscillator of energy quantum $w$ on each site $m$, with lowering operator $b_m$ and adjoint $b_m^*$. The occupation $n_m$ of site $m$ is $0$ or $1$, and it couples to the oscillator through $g w\, n_m(b_m+b_m^*)$, with $g$ real and dimensionless. With the electron on site $0$, the energy of oscillator $0$, with the coupling included and the zero-point energy left out, is $w(b_0+g)^*(b_0+g)-g^2w$. The normalised state annihilated by $b_0+g$ is a coherent state whose amplitude on zero phonons is $e^{-g^2/2}$, and oscillator $1$ stays in its vacuum. With the electron on site $1$ the roles are exchanged. In the overlap of the two phonon states each oscillator pairs a displaced state with a vacuum and gives $e^{-g^2/2}$, so the product is $e^{-g^2}$. For $g=1$ each factor is $0.6065$ and the product is $e^{-1}=0.3679$, and a hopping amplitude $t$ multiplied by it is reduced to $0.3679\,t$.

In parts (a) to (c) the operators are elements of a real star-algebra `A`: a ring with multiplication by real numbers and an operation `star` that stands for the adjoint, reverses products and leaves real coefficients alone. No Hilbert space, norm or operator domain enters. In parts (e) to (i) states are real amplitudes in the phonon-number basis.

```lean
import Mathlib

open Finset

namespace HolsteinPolaron

/- The canonical relation `b b* - b* b = 1` has no nonzero finite-dimensional realisation, and no
star-algebra witness is given for it; the action of `b` on number-basis amplitudes
appears concretely in the second half of the file. -/

noncomputable section

variable {A : Type*} [Ring A] [StarRing A] [Algebra ℝ A] [StarModule ℝ A]
```

## (a) The adjoint of the displaced operator

Let $b,n\in A$ with $n^*=n$, let $g$ be real, and put $B=b+gn$. Show that $B^*=b^*+gn$.

Solution. The adjoint is additive and $g$ is real, so $B^*=b^*+g\,n^*=b^*+gn$. In Lean $B$ is `displaced g b n`, the hypothesis `IsSelfAdjoint n` is $n^*=n$, and the three steps are `star_add`, `star_smul` and `hn.star_eq`.

```lean
/-- The displaced phonon operator `B = b + g n`. -/
def displaced (g : ℝ) (b n : A) : A := b + g • n

/-- For self-adjoint `n`, the adjoint of `B = b + g n` is `b* + g n`. -/
theorem star_displaced (g : ℝ) (b n : A) (hn : IsSelfAdjoint n) :
    star (displaced g b n) = star b + g • n := by
  simp [displaced, star_add, star_smul, hn.star_eq]
```

## (b) The commutation relation survives the shift

Assume $bb^*-b^*b=1$, $n^*=n$ and $bn=nb$. Show that $BB^*-B^*B=1$.

Solution. The adjoint of $bn=nb$ is $nb^*=b^*n$. Expanding with (a), the terms $g^2n^2$ cancel and
$$BB^*-B^*B=(bb^*-b^*b)+g(bn-nb)+g(nb^*-b^*n)=1+0+0 .$$
Idempotency of $n$ is not used. The canonical relation is the assumed hypothesis `h`, and `hc` says that the electronic occupation commutes with the phonon operator. The step `hc'` is the adjoint relation, `simp only` expands and moves $n$ to the left, `rw [← h]` writes $1$ as the commutator, and `module` collects terms.

```lean
/-- If `b b* - b* b = 1` and the self-adjoint `n` commutes with `b`, then
`B B* - B* B = 1`. -/
theorem displaced_ccr (g : ℝ) (b n : A) (h : b * star b - star b * b = 1)
    (hn : IsSelfAdjoint n) (hc : b * n = n * b) :
    displaced g b n * star (displaced g b n) - star (displaced g b n) * displaced g b n = 1 := by
  -- the adjoint of `b n = n b` says that `n` commutes with `b*`
  have hc' : star b * n = n * star b := by
    have := congrArg star hc
    rw [star_mul, star_mul, hn.star_eq] at this
    exact this.symm
  rw [star_displaced g b n hn]
  simp only [displaced, add_mul, mul_add, smul_mul_assoc, mul_smul_comm, hc, hc']
  rw [← h]
  module
```

## (c) Completing the square

Let $H=w\,b^*b+gw\,n(b+b^*)$, the single-site Holstein Hamiltonian `holstein w g b n`, for any real $w$. Assume $n^*=n$, $n^2=n$ and $bn=nb$. Show that $H=w\,B^*B-g^2w\,n$.

Solution.
$$B^*B=b^*b+g\,b^*n+g\,nb+g^2n^2=b^*b+g\,n(b+b^*)+g^2n ,$$
using $b^*n=nb^*$ and $n^2=n$. Multiplying by $w$ and subtracting $g^2wn$ gives $H$. The condition $n^2=n$, hypothesis `hid`, suits a spinless orbital or a single electron; an occupation that can reach $2$ is not covered. The term $-g^2w\,n$ is read as the polaron energy shift of an occupied site. The canonical relation is absent from the hypotheses, and the Lean proof is the expansion above with `hc'` and `hid` as rewriting rules. Parts (b) and (c) give the shifted operator and the energy shift associated with the Lang–Firsov transformation by direct algebra, with no unitary operator constructed.

```lean
/-- The single-site Holstein Hamiltonian `w b* b + g w n (b + b*)`. -/
def holstein (w g : ℝ) (b n : A) : A := w • (star b * b) + (g * w) • (n * (b + star b))

/-- For a self-adjoint idempotent `n` commuting with `b`, the Holstein Hamiltonian equals
`w B* B - g² w n`. -/
theorem holstein_complete_square (w g : ℝ) (b n : A) (hn : IsSelfAdjoint n)
    (hid : n * n = n) (hc : b * n = n * b) :
    holstein w g b n
      = w • (star (displaced g b n) * displaced g b n) - (g ^ 2 * w) • n := by
  have hc' : star b * n = n * star b := by
    have := congrArg star hc
    rw [star_mul, star_mul, hn.star_eq] at this
    exact this.symm
  rw [star_displaced g b n hn]
  simp only [holstein, displaced, add_mul, mul_add, smul_mul_assoc, mul_smul_comm, hc', hid]
  module
```

## (d) A matrix example for the conditions on $n$ and $b$

Find real $3\times3$ matrices $n$ and $b$ with $n^*=n$, $n^2=n$, $bn=nb$, $n\ne0$, $n\ne1$ and $bb^*\ne b^*b$. Here the adjoint is the transpose, and rows and columns are numbered $0,1,2$.

Solution. Take $n=\mathrm{diag}(1,1,0)$ and let $b$ have the single entry $b_{01}=1$. A diagonal matrix of zeros and ones is symmetric and idempotent. Row $0$ and column $1$ both lie in the block where $n$ is the identity, so $bn=b=nb$. The entry $n_{00}=1$ excludes $n=0$ and $n_{22}=0$ excludes $n=1$. Finally $bb^*=\mathrm{diag}(1,0,0)$ and $b^*b=\mathrm{diag}(0,1,0)$ differ at position $(0,0)$. Lean checks the equalities entry by entry and the inequalities at the positions just named. The example meets the hypotheses of (c) but not `h` of (b), which no nonzero matrix size allows, since a commutator has zero trace.

The same point arises in an exact-diagonalisation code that keeps the phonon numbers $k=0,\dots,K$ of an oscillator and so represents $b$ by the matrix with entries $b_{k,k+1}=\sqrt{k+1}$. Then $bb^*-b^*b=\mathrm{diag}(1,\dots,1,-K)$, so (b) does not apply, while the identity of (c) still holds for the truncated matrices on the electron–phonon product space. The upper block of `witB` is this matrix for $K=1$.

```lean
/-- A `3 × 3` matrix with a single off-diagonal entry. -/
def witB : Matrix (Fin 3) (Fin 3) ℝ := !![0, 1, 0; 0, 0, 0; 0, 0, 0]

/-- The projector on the first two of three basis states. -/
def witN : Matrix (Fin 3) (Fin 3) ℝ := !![1, 0, 0; 0, 1, 0; 0, 0, 0]

/-- `witN` is a self-adjoint idempotent, neither `0` nor `1`, that commutes with `witB`,
and `witB` does not commute with its adjoint. -/
theorem holstein_witness : IsSelfAdjoint witN ∧ witN * witN = witN ∧
    witB * witN = witN * witB ∧ witN ≠ 0 ∧ witN ≠ 1 ∧
    witB * star witB ≠ star witB * witB := by
  refine ⟨?_, ?_, ?_, ?_, ?_, ?_⟩
  · show star witN = witN
    ext i j
    fin_cases i <;> fin_cases j <;> simp [witN, Matrix.star_apply]
  · ext i j
    fin_cases i <;> fin_cases j <;> simp [witN, Matrix.mul_apply, Fin.sum_univ_succ]
  · ext i j
    fin_cases i <;> fin_cases j <;> simp [witN, witB, Matrix.mul_apply, Fin.sum_univ_succ]
  · intro h
    have := congrFun (congrFun h 0) 0
    simp [witN] at this
  · intro h
    have := congrFun (congrFun h 2) 2
    simp [witN] at this
  · intro h
    have := congrFun (congrFun h 0) 0
    simp [witB, Matrix.mul_apply, Fin.sum_univ_succ, Matrix.star_apply] at this
```

## (e) Coherent amplitudes

For real $a$ and $k=0,1,2,\dots$ let $c_a(k)=e^{-a^2/2}a^k/\sqrt{k!}$, which is `coh a k`; Lean reads `-a ^ 2 / 2` as $-(a^2)/2$. The lowering operator acts on an amplitude sequence $\psi$ by $(b\psi)(k)=\sqrt{k+1}\,\psi(k+1)$. Show that $bc_a=a\,c_a$.

Solution. Since $\sqrt{(k+1)!}=\sqrt{k+1}\,\sqrt{k!}$,
$$\sqrt{k+1}\,c_a(k+1)=e^{-a^2/2}\,\frac{a\cdot a^k}{\sqrt{k!}}=a\,c_a(k).$$
The factorisation is `h3`, and the positivity facts `h1`, `h2` let `field_simp` cancel the roots. The action of $b$ is written out in the statement and is not tied in Lean to an element of `A`. For $a=0$ the convention $0^0=1$ makes $c_0$ the vacuum.

```lean
/-- Amplitude `exp(-a²/2) a^k / √k!` of the coherent state with real displacement `a` on
the state with `k` phonons. -/
def coh (a : ℝ) (k : ℕ) : ℝ := Real.exp (-a ^ 2 / 2) * a ^ k / Real.sqrt (k.factorial : ℝ)

/-- The lowering operator, `(b ψ)(k) = √(k+1) ψ(k+1)`, multiplies the coherent amplitudes
by `a`. -/
theorem coh_lowering (a : ℝ) (k : ℕ) :
    Real.sqrt ((k : ℝ) + 1) * coh a (k + 1) = a * coh a k := by
  have h1 : 0 < Real.sqrt ((k : ℝ) + 1) := Real.sqrt_pos.mpr (by positivity)
  have h2 : 0 < Real.sqrt (k.factorial : ℝ) :=
    Real.sqrt_pos.mpr (by exact_mod_cast k.factorial_pos)
  have h3 : Real.sqrt (((k + 1).factorial : ℕ) : ℝ)
      = Real.sqrt ((k : ℝ) + 1) * Real.sqrt (k.factorial : ℝ) := by
    rw [Nat.factorial_succ, Nat.cast_mul, Nat.cast_succ, Real.sqrt_mul (by positivity)]
  unfold coh
  rw [h3, pow_succ a k]
  field_simp
```

## (f) Overlap of two coherent states

For real $a,a'$ show that $\sum_k c_a(k)c_{a'}(k)=e^{-(a-a')^2/2}$.

Solution. The two roots multiply to $k!$, so
$$\sum_{k}c_a(k)c_{a'}(k)=e^{-a^2/2}e^{-a'^2/2}\sum_k\frac{(aa')^k}{k!}=e^{-a^2/2-a'^2/2+aa'}=e^{-(a-a')^2/2}.$$
`HasSum` means that the series converges unconditionally to the stated value, which for real terms amounts to absolute convergence. The exponential series is `h`, the rewriting of each term is `e1`, the exponent identity is `e2`, and `h.mul_left` restores the prefactor. At $a=a'$ the value is $1$, so the states are normalised. The amplitudes are real, so the overlap is written without a complex conjugate. For $a=1$, $a'=-1$ the partial sums of $\sum_k(-1)^k/k!$ are $1,\ 0,\ 0.5,\ 0.3333,\ 0.375,\ 0.3667,\ 0.3681$, and the last times $e^{-1}$ is $0.1354$, close to $e^{-2}=0.1353$.

```lean
/-- The overlap series of two coherent states converges to `exp(-(a - a')²/2)`. -/
theorem coh_overlap (a a' : ℝ) :
    HasSum (fun k => coh a k * coh a' k) (Real.exp (-(a - a') ^ 2 / 2)) := by
  -- exponential series in `a a'`
  have h : HasSum (fun k : ℕ => (a * a') ^ k / (k.factorial : ℝ)) (Real.exp (a * a')) := by
    rw [Real.exp_eq_exp_ℝ]
    exact NormedSpace.expSeries_div_hasSum_exp (a * a')
  have e1 : (fun k => coh a k * coh a' k) = fun k : ℕ =>
      (Real.exp (-a ^ 2 / 2) * Real.exp (-a' ^ 2 / 2)) * ((a * a') ^ k / (k.factorial : ℝ)) := by
    funext k
    unfold coh
    rw [div_mul_div_comm, Real.mul_self_sqrt (Nat.cast_nonneg _), mul_pow]
    ring
  have e2 : Real.exp (-(a - a') ^ 2 / 2)
      = (Real.exp (-a ^ 2 / 2) * Real.exp (-a' ^ 2 / 2)) * Real.exp (a * a') := by
    rw [← Real.exp_add, ← Real.exp_add]
    congr 1
    ring
  rw [e1, e2]
  exact h.mul_left _
```

## (g) Overlap for $N$ modes

Number the modes $m=0,\dots,N-1$. For displacements $a_m$ and phonon numbers $k=(k_0,\dots,k_{N-1})$ let $C_a(k)=\prod_m c_{a_m}(k_m)$, which is `multiCoh a k` with `k : Fin N → ℕ`. Show that
$$\sum_kC_a(k)C_{a'}(k)=\exp\Big(-\tfrac12\sum_m(a_m-a'_m)^2\Big).$$

Solution. Use induction on $N$. For $N=0$ there is one configuration, the empty product is $1$, and the right side is $e^0=1$. For $N+1$ modes write $k=(k_0,k')$, with $k'$ the numbers of modes $1,\dots,N$. Each term is $u(k_0)\,v(k')$, where $u(k_0)=c_{a_0}(k_0)c_{a'_0}(k_0)$ and $v(k')$ is the product of amplitudes for the remaining modes. Both series converge absolutely, by (f) and the induction hypothesis, so the sum over pairs is the product of the sums, and the exponents add. In Lean `key` is the product rule for absolutely convergent series, `Fin.consEquiv` is the splitting $k\leftrightarrow(k_0,k')$, `e1` factorises the terms and `e2` splits the exponent.

```lean
/-- Amplitude of the product coherent state of `N` modes with displacements `a m` on the
phonon numbers `k m`. -/
def multiCoh {N : ℕ} (a : Fin N → ℝ) (k : Fin N → ℕ) : ℝ := ∏ m, coh (a m) (k m)

/-- The overlap series of two `N`-mode coherent states converges to
`exp(-∑ₘ (aₘ - a'ₘ)²/2)`. -/
theorem multiCoh_overlap (N : ℕ) (a a' : Fin N → ℝ) :
    HasSum (fun k => multiCoh a k * multiCoh a' k) (Real.exp (-(∑ m, (a m - a' m) ^ 2) / 2)) := by
  induction N with
  | zero =>
    simp [multiCoh]
  | succ N ih =>
    have h0 := coh_overlap (a 0) (a' 0)
    have h1 := ih (fun i => a i.succ) (fun i => a' i.succ)
    -- product of two absolutely convergent series
    have key : ∀ (u : ℕ → ℝ) (v : (Fin N → ℕ) → ℝ) (s t : ℝ), HasSum u s → HasSum v t →
        HasSum (fun p : ℕ × (Fin N → ℕ) => u p.1 * v p.2) (s * t) := by
      intro u v s t hu hv
      have nu : Summable fun x => ‖u x‖ := by
        simp only [Real.norm_eq_abs]
        exact summable_abs_iff.mpr hu.summable
      have nv : Summable fun x => ‖v x‖ := by
        simp only [Real.norm_eq_abs]
        exact summable_abs_iff.mpr hv.summable
      have huv : Summable fun p : ℕ × (Fin N → ℕ) => u p.1 * v p.2 :=
        summable_mul_of_summable_norm (f := u) (g := v) nu nv
      exact HasSum.mul (f := u) (g := v) hu hv huv
    have H := key _ _ _ _ h0 h1
    have e1 : (fun k => multiCoh a k * multiCoh a' k) ∘ (Fin.consEquiv fun _ : Fin (N + 1) => ℕ)
        = fun p : ℕ × (Fin N → ℕ) => (coh (a 0) p.1 * coh (a' 0) p.1) *
          (multiCoh (fun i => a i.succ) p.2 * multiCoh (fun i => a' i.succ) p.2) := by
      funext p
      change multiCoh a (Fin.cons p.1 p.2 : Fin (N + 1) → ℕ)
        * multiCoh a' (Fin.cons p.1 p.2 : Fin (N + 1) → ℕ) = _
      simp only [multiCoh, Fin.prod_univ_succ, Fin.cons_zero, Fin.cons_succ]
      ring
    have e2 : Real.exp (-(∑ m, (a m - a' m) ^ 2) / 2) = Real.exp (-(a 0 - a' 0) ^ 2 / 2) *
        Real.exp (-(∑ m : Fin N, (a m.succ - a' m.succ) ^ 2) / 2) := by
      rw [← Real.exp_add, Fin.sum_univ_succ]
      congr 1
      ring
    rw [← (Fin.consEquiv fun _ : Fin (N + 1) => ℕ).hasSum_iff, e1, e2]
    exact H
```

## (h) The phonon cloud

With the electron on site $i$ the occupations are the numbers $n_m=\delta_{mi}$, written `occ i m`. The cloud $\Phi_i$, `cloud g i`, is $C_a$ with $a_m=-g\,n_m$. Show that $(b_m+gn_m)\Phi_i=0$ for every site $m$.

Solution. The amplitude $(b_m\Phi_i)(k)$ is $\sqrt{k_m+1}$ times $\Phi_i$ at the configuration with $k_m$ raised by one, `Function.update k m (k m + 1)`. Put $R=\prod_{l\ne m}c_{a_l}(k_l)$, which the raising leaves unchanged. Then
$$\big[(b_m+gn_m)\Phi_i\big](k)=R\,\big[\sqrt{k_m+1}\,c_{a_m}(k_m+1)-a_m\,c_{a_m}(k_m)\big]=0$$
by (e). The invariance of $R$ is `hrest`, `mul_prod_erase` splits off mode $m$, and `linear_combination` multiplies `coh_lowering` by $R$. That $\Phi_i$ is thereby the lowest state at fixed electron position for $w>0$ is the usual reading and is not among the checked statements.

```lean
/-- Occupation of site `m` when the single electron sits on site `i`. -/
def occ {N : ℕ} (i m : Fin N) : ℝ := if m = i then 1 else 0

/-- Phonon cloud of an electron on site `i`: mode `m` is displaced by `-g nₘ`. -/
def cloud {N : ℕ} (g : ℝ) (i : Fin N) : (Fin N → ℕ) → ℝ := multiCoh fun m => -g * occ i m

/-- On every site `m`, the displaced operator `bₘ + g nₘ` annihilates the cloud of an electron
on site `i`, amplitude by amplitude. -/
theorem cloud_annihilated {N : ℕ} (g : ℝ) (i m : Fin N) (k : Fin N → ℕ) :
    Real.sqrt ((k m : ℝ) + 1) * cloud g i (Function.update k m (k m + 1))
      + g * occ i m * cloud g i k = 0 := by
  unfold cloud multiCoh
  -- split off mode `m`; the other modes are spectators
  have hrest : ∏ l ∈ univ.erase m, coh (-g * occ i l) (Function.update k m (k m + 1) l)
      = ∏ l ∈ univ.erase m, coh (-g * occ i l) (k l) :=
    prod_congr rfl fun l hl => by rw [Function.update_of_ne (ne_of_mem_erase hl)]
  rw [← mul_prod_erase univ (fun l => coh (-g * occ i l) (Function.update k m (k m + 1) l))
      (mem_univ m),
    ← mul_prod_erase univ (fun l => coh (-g * occ i l) (k l)) (mem_univ m), hrest]
  simp only [Function.update_self]
  linear_combination (∏ l ∈ univ.erase m, coh (-g * occ i l) (k l))
    * coh_lowering (-g * occ i m) (k m)
```

## (i) Narrowing of the hopping

Let $i\ne j$ be sites, which needs $N\ge2$, and let $t$ be real. Show that $S=\sum_k\Phi_i(k)\Phi_j(k)$ converges to $e^{-g^2}$, that $tS=t\,e^{-g^2}$, and that $|tS|<|t|$ when $g\ne0$ and $t\ne0$.

Solution. The squared difference of displacements, $g^2(\delta_{mi}-\delta_{mj})^2$, equals $g^2$ at $m=i$, $g^2$ at $m=j$ and $0$ elsewhere, so the exponent in (g) is $-\tfrac12\cdot2g^2=-g^2$. For $g\ne0$ one has $0<e^{-g^2}<1$, hence $|tS|=|t|\,e^{-g^2}<|t|$. The case analysis is `hterm`, the sum over $m$ is `hsum`, `H.tsum_eq` evaluates `∑'`, and `hlt` with `nlinarith` gives the inequality.

An easy mistake is to count only the cloud that is left behind and obtain $e^{-g^2/2}$; the cloud that forms on the arrival site contributes an equal factor. The sites $i,j$ are any two distinct labels, so no lattice geometry enters, and $t$ is a free number that is not taken from a hopping Hamiltonian. The product $t\,e^{-g^2}$ is the matrix element that sets the small-polaron bandwidth to first order in $t$ on a lattice of identical sites, within a model of one electron, one dispersionless mode per site, linear on-site coupling and no thermally excited phonons.

```lean
/-- Polaronic narrowing: the clouds on two different sites overlap as `exp(-g²)`, so the hopping
`t` times the overlap is `t exp(-g²)`, smaller in modulus than `t` when `g ≠ 0` and `t ≠ 0`. -/
theorem polaron_narrowing {N : ℕ} (g t : ℝ) (i j : Fin N) (hij : i ≠ j) :
    HasSum (fun k => cloud g i k * cloud g j k) (Real.exp (-g ^ 2)) ∧
    t * ∑' k, cloud g i k * cloud g j k = t * Real.exp (-g ^ 2) ∧
    (g ≠ 0 → t ≠ 0 → |t * ∑' k, cloud g i k * cloud g j k| < |t|) := by
  -- only the modes on sites `i` and `j` differ, each by `g`
  have hterm : ∀ m, (-g * occ i m - -g * occ j m) ^ 2
      = (if m = i then g ^ 2 else 0) + (if m = j then g ^ 2 else 0) := by
    intro m
    by_cases h1 : m = i
    · have h2 : m ≠ j := fun h => hij (h1.symm.trans h)
      simp only [occ, if_pos h1, if_neg h2]
      ring
    · by_cases h2 : m = j
      · simp only [occ, if_neg h1, if_pos h2]
        ring
      · simp only [occ, if_neg h1, if_neg h2]
        ring
  have hsum : -(∑ m, (-g * occ i m - -g * occ j m) ^ 2) / 2 = -g ^ 2 := by
    simp only [hterm, sum_add_distrib, sum_ite_eq', mem_univ, if_true]
    ring
  have H : HasSum (fun k => cloud g i k * cloud g j k) (Real.exp (-g ^ 2)) := by
    rw [← hsum]
    exact multiCoh_overlap N _ _
  refine ⟨H, by rw [H.tsum_eq], fun hg ht => ?_⟩
  have hg2 : 0 < g ^ 2 := by positivity
  have hlt : Real.exp (-g ^ 2) < 1 := by
    rw [← Real.exp_zero]
    exact Real.exp_lt_exp.mpr (by linarith)
  rw [H.tsum_eq, abs_mul, abs_of_pos (Real.exp_pos _)]
  nlinarith [abs_pos.mpr ht]

end

end HolsteinPolaron
```

```lean
#print axioms HolsteinPolaron.displaced_ccr
-- 'HolsteinPolaron.displaced_ccr' depends on axioms: [propext, Classical.choice, Quot.sound]
#print axioms HolsteinPolaron.holstein_complete_square
-- 'HolsteinPolaron.holstein_complete_square' depends on axioms: [propext, Classical.choice, Quot.sound]
#print axioms HolsteinPolaron.cloud_annihilated
-- 'HolsteinPolaron.cloud_annihilated' depends on axioms: [propext, Classical.choice, Quot.sound]
#print axioms HolsteinPolaron.polaron_narrowing
-- 'HolsteinPolaron.polaron_narrowing' depends on axioms: [propext, Classical.choice, Quot.sound]
```
